# Time reversal keeps occupied orbitals in their span when the occupied projector is time-reversal invariant

The theorem `reversed_eq_mul_sewing` concerns a finite set of orthonormal occupied orbitals, given by the columns of `C` in a finite orthonormal basis, with time reversal acting as v ↦ J conj(v) for a unitary matrix J. If the projector C Cᴴ is invariant under this operation, each reversed orbital is a linear combination of the occupied ones: J conj(C) = C S, where S = Cᴴ J conj(C) is the sewing matrix. No Hamiltonian enters, and the operation is not required to square to −1. With T standing for J conj(C), the proof uses TᴴT = 1 to expand T as T(TᴴT), regroups this as (TTᴴ)T, and recognises TTᴴ as the occupied projector.

The first attempt, which Lean rejects:

```lean
import Mathlib

open Matrix
open scoped ComplexOrder

namespace OccupiedKramersPairing

noncomputable section

variable {m n k : Type*} [Fintype n] [DecidableEq n] [Fintype k] [DecidableEq k]

/-- Entrywise complex conjugate of a matrix. -/
def cconj (A : Matrix m k ℂ) : Matrix m k ℂ := A.map star

/-- The matrix `C Cᴴ` built from the occupied orbitals, the columns of `C`. It is the projector onto
their span when they are orthonormal. -/
def occProjector (C : Matrix n k ℂ) : Matrix n n ℂ := C * Cᴴ

/-- The sewing matrix: overlaps of the occupied orbitals with their time-reversed partners. -/
def sewing (J : Matrix n n ℂ) (C : Matrix n k ℂ) : Matrix k k ℂ := Cᴴ * J * cconj C

/-- Invariance of an operator `P` under the time reversal `v ↦ J conj(v)`. -/
def TimeReversalInvariant (J P : Matrix n n ℂ) : Prop := J * cconj P * Jᴴ = P

omit [DecidableEq n] in
/-- Complex conjugation of a product of matrices acts on each factor. -/
lemma cconj_mul {l : Type*} (A : Matrix m n ℂ) (B : Matrix n l ℂ) :
    cconj (A * B) = cconj A * cconj B := by
  ext i j
  simp [cconj, Matrix.mul_apply]

omit [Fintype k] in
/-- Time reversal maps orthonormal orbitals to orthonormal orbitals. -/
theorem reversed_orthonormal {J : Matrix n n ℂ} {C : Matrix n k ℂ}
    (hJ : Jᴴ * J = 1) (hC : Cᴴ * C = 1) :
    (J * cconj C)ᴴ * (J * cconj C) = 1 := by
  have hc : (cconj C)ᴴ * cconj C = 1 := by
    have h1 : (cconj C)ᴴ = cconj Cᴴ := rfl
    rw [h1, ← cconj_mul, hC]
    ext i j
    by_cases h : i = j <;> simp [cconj, Matrix.one_apply, h]
  calc (J * cconj C)ᴴ * (J * cconj C) = (cconj C)ᴴ * ((Jᴴ * J) * cconj C) := by
        simp only [Matrix.conjTranspose_mul, Matrix.mul_assoc]
    _ = 1 := by rw [hJ, Matrix.one_mul, hc]

/-- For unitary `J` and orthonormal occupied orbitals whose projector is time-reversal invariant,
the reversed occupied orbitals are combinations of the occupied ones, with the sewing matrix as
coefficients. -/
theorem reversed_eq_mul_sewing {J : Matrix n n ℂ} {C : Matrix n k ℂ}
    (hJ : Jᴴ * J = 1) (hC : Cᴴ * C = 1)
    (hP : TimeReversalInvariant J (occProjector C)) :
    J * cconj C = C * sewing J C := by
  have hT := reversed_orthonormal hJ hC
  have hproj : occProjector C = (J * cconj C) * (J * cconj C)ᴴ := by
    have h1 : cconj Cᴴ = (cconj C)ᴴ := rfl
    have h2 : J * cconj (C * Cᴴ) * Jᴴ = occProjector C := hP
    rw [← h2, cconj_mul, h1, Matrix.conjTranspose_mul]
    simp only [Matrix.mul_assoc]
  calc J * cconj C = (J * cconj C) * ((J * cconj C)ᴴ * (J * cconj C)) := by
        rw [hT, Matrix.mul_one]
    _ = occProjector C * (J * cconj C) := by rw [hproj, Matrix.mul_assoc]
    _ = C * sewing J C := by simp only [occProjector, sewing, Matrix.mul_assoc]

end

end OccupiedKramersPairing
```

Lean reports:

```
Main.lean:61:42: error: unsolved goals
n : Type u_2
k : Type u_3
inst✝³ : Fintype n
inst✝² : DecidableEq n
inst✝¹ : Fintype k
inst✝ : DecidableEq k
J : Matrix n n ℂ
C : Matrix n k ℂ
hJ : Jᴴ * J = 1
hC : Cᴴ * C = 1
hP : TimeReversalInvariant J (occProjector C)
hT : (J * cconj C)ᴴ * (J * cconj C) = 1
hproj : occProjector C = J * cconj C * (J * cconj C)ᴴ
⊢ J * (cconj C * ((J * cconj C)ᴴ * (J * cconj C))) = J * cconj C * (J * cconj C)ᴴ * (J * cconj C)
```

Lean accepts the file once it reads:

```diff
@@ -59,5 +59,7 @@
   calc J * cconj C = (J * cconj C) * ((J * cconj C)ᴴ * (J * cconj C)) := by
         rw [hT, Matrix.mul_one]
-    _ = occProjector C * (J * cconj C) := by rw [hproj, Matrix.mul_assoc]
+    _ = occProjector C * (J * cconj C) := by
+        rw [hproj]
+        exact (Matrix.mul_assoc _ _ _).symm
     _ = C * sewing J C := by simp only [occProjector, sewing, Matrix.mul_assoc]
 
```

What went wrong. The error is an unsolved goal in the second step of the `calc` block. After `rw [hproj]` the two sides differ only in bracketing: with T for `J * cconj C`, the left is T(TᴴT) and the right is (TTᴴ)T. The right side was the one to regroup, but `rw [Matrix.mul_assoc]` takes the first product it finds of the form `(L * M) * N`. Since T is itself a product, the left side has that form, with `J` as `L` and `cconj C` as `M`. The rewrite therefore splits T there, giving `J * (cconj C * …)`, and leaves the right side as it was. The two sides are still bracketed differently, and the `rfl` that `rw` tries at the end does not close the goal.

The repair keeps `rw [hproj]` and then gives `(Matrix.mul_assoc _ _ _).symm` as the proof of the whole equation. Matching it against both sides makes T the first factor, Tᴴ the second and T the third, which is exactly the regrouping needed.
